# Force noise of independent random sign raises the mean kinetic energy of a particle driven by prescribed forces

## If the force error averages to zero, where does the energy come from?

I take a free particle of mass $m$ at rest and give it two velocity kicks, each $+hs/m$ or $-hs/m$, where $h$ is the time step and $s$ the size of a force error. The four sign sequences end at velocities $2hs/m$, $0$, $0$ and $-2hs/m$. The mean velocity is zero, as it should be for an unbiased error, but the mean kinetic energy is $2\cdot h^2s^2/(2m)$.

In molecular dynamics with ultrasoft pseudopotentials, my forces carry some error from incomplete self-consistency. I had assumed that an error without bias would do no harm over many steps. Does this heating persist with more kicks and with a real force acting as well, and how does it compare with an error that always has the same sign?

## The noise cancels in the mean momentum, but its square stays in the mean energy

It persists. In a one-dimensional model with prescribed forces, the mean heating by random signs is the same whatever the real force is, and for errors of equal size it grows like the number $n$ of kicks. An error of constant sign and size, acting from rest with no real force, gives an energy that grows like $n^2$.

Let the initial velocity be $v_0$, and let kick $j$, for $j=0,\dots,n-1$, add $hF_j/m$ with $F_j=f_j+s_je_j$. Here $f_j$ is the prescribed force, $s_j$ the noise amplitude and $e_j=\pm1$ the sign. Summing the kicks gives

$$v = V+\frac hm N,\qquad V=v_0+\frac hm\sum_j f_j,\qquad N=\sum_j s_je_j .$$

$V$ is the final velocity of the noise-free run. The kinetic energy is

$$\frac{mv^2}{2}=\frac{mV^2}{2}+hVN+\frac{h^2}{2m}N^2 .$$

Now average over all $2^n$ sign sequences, written $\langle\cdot\rangle$. Reversing every sign turns $N$ into $-N$ and only permutes the sequences, so $\langle N\rangle=0$. The mean momentum is therefore $m\langle v\rangle=mv_0+h\sum_j f_j$, with no trace of the noise, and the cross term $hVN$ averages to zero.

For the quadratic term, take $i\ne j$ and flip $e_i$ alone. This reverses $e_ie_j$ and again permutes the sequences, so $\langle e_ie_j\rangle=0$. For $i=j$ the product is always $1$. Hence

$$\langle N^2\rangle=\sum_{i,j}s_is_j\langle e_ie_j\rangle=\sum_j s_j^2,
\qquad
\left\langle\frac{mv^2}{2}\right\rangle-\frac{mV^2}{2}=\frac{h^2}{2m}\sum_j s_j^2 .$$

From rest, with $f_j=0$ and all $s_j=s$, the mean energy is $nh^2s^2/(2m)$. If all signs equal the same $u=\pm1$, then $N=nsu$ and the energy is $n^2h^2s^2/(2m)$. The two agree for $n=0$ and $n=1$; for your two kicks they are $2$ and $4$ in units of $h^2s^2/(2m)$.

The heating is a statement about the average. A single kick against the motion can slow a moving particle down, but the kick of opposite sign gains more energy than this one loses.

### What the Lean statements say

A sign is an element of `ℤˣ`, the invertible integers $1$ and $-1$, and `sgn` reads it as a real number. `signMean` sums over all sign sequences and divides by `2 ^ n`, which describes independent fair signs. `velocity` applies the kicks one after another, `noisyForce` builds $f_j+s_je_j$, and `kineticEnergy` is $mv^2/2$.

- `mean_momentum` gives the mean final momentum.
- `mean_heating` gives the energy difference from the noise-free run, for any $v_0$, $f$ and $s$.
- `mean_energy_from_rest` and `energy_constant_sign` give the laws in $n$ and $n^2$.
- `noise_heats` states that the mean final energy lies strictly above the final energy of the noise-free run if $m>0$, $h\neq0$ and at least one amplitude is nonzero.

The energy identities are multiplied by $2m$ and assume `m ≠ 0`. Lean sets division by zero to zero, so the quotient form would hold emptily for a massless particle. Positive mass enters only in `noise_heats`, where the sign of the energy change matters.

The model has one degree of freedom and tracks no positions. The forces $f_j$ are the same with and without noise, whereas in a simulation a disturbed trajectory soon meets different forces. There is no thermostat. Errors correlated between steps are not treated either: from rest, with no real force and errors of equal size, positive correlations give a mean energy between the two laws, while signs that alternate from kick to kick give less than both once $n\ge2$. For your simulations, the result describes the part of the force error that behaves like independent random signs, as long as its feedback on the forces can be neglected.

### How the lemmas fit together

`velocity_eq` sums the kicks by induction on $n$, splitting off the last one. `signMean_affine` says that the average of $a+bX+cY$ is $a+b\langle X\rangle+c\langle Y\rangle$; it needs the count of $2^n$ sequences so that constants keep their value.

The two flipping arguments use `Equiv.sum_comp`, which says that a sum does not change when its terms are permuted. In `signMean_sign_mul` the permutation multiplies the sequence by one that is $-1$ at step $i$ and $1$ elsewhere. In `signMean_noise` it negates the whole sequence. Either way the sum equals its own negative and vanishes. `signMean_noise_sq` expands the square into a double sum, moves the average inside and keeps the diagonal.

In `mean_heating`, the step `hE` is the three-term expansion of the energy above. The averaging lemmas then remove the linear term and evaluate the quadratic one, and `linear_combination` clears the factor $2m$. The law in $n$ is the special case $v_0=0$, $f=0$ with equal amplitudes, while the law in $n^2$ is computed directly from `velocity_eq`. For `noise_heats`, one nonzero amplitude makes $h^2\sum_j s_j^2$ positive, and dividing by $2m>0$ leaves a positive energy difference.

```lean
import Mathlib

noncomputable section

namespace ForceNoiseHeating

/-- The value `1` or `-1` of a sign, as a real number. -/
def sgn (u : ℤˣ) : ℝ := ((u : ℤ) : ℝ)

/-- The average of a quantity over all `2 ^ n` sequences of `n` signs. -/
def signMean {n : ℕ} (g : (Fin n → ℤˣ) → ℝ) : ℝ := (∑ e, g e) / 2 ^ n

/-- The velocity after `n` kicks `h * F j / m`, starting from `v₀`, for a mass `m ≠ 0`. -/
def velocity (m h v₀ : ℝ) : (n : ℕ) → (Fin n → ℝ) → ℝ
  | 0, _ => v₀
  | n + 1, F => velocity m h v₀ n (fun j => F j.castSucc) + h * F (Fin.last n) / m

/-- The kinetic energy of a mass `m` with velocity `v`. -/
def kineticEnergy (m v : ℝ) : ℝ := m * v ^ 2 / 2

/-- The prescribed force `f` with noise of amplitude `s j` and sign `e j` at step `j`. -/
def noisyForce {n : ℕ} (f s : Fin n → ℝ) (e : Fin n → ℤˣ) : Fin n → ℝ :=
  fun j => f j + s j * sgn (e j)

/-- The final velocity is the initial one plus `h / m` times the sum of the forces. -/
theorem velocity_eq (m h v₀ : ℝ) (n : ℕ) (F : Fin n → ℝ) :
    velocity m h v₀ n F = v₀ + h / m * ∑ j, F j := by
  induction n with
  | zero => simp [velocity]
  | succ n ih =>
    rw [velocity, ih, Fin.sum_univ_castSucc]
    ring

/-- The average over signs is linear and leaves constants unchanged. -/
theorem signMean_affine {n : ℕ} (a b c : ℝ) (X Y : (Fin n → ℤˣ) → ℝ) :
    signMean (fun e => a + b * X e + c * Y e) = a + b * signMean X + c * signMean Y := by
  have card : Fintype.card (Fin n → ℤˣ) = 2 ^ n := by simp
  have h2 : (2 : ℝ) ^ n ≠ 0 := by positivity
  simp only [signMean, Finset.sum_add_distrib, ← Finset.mul_sum, Finset.sum_const,
    Finset.card_univ, nsmul_eq_mul]
  rw [card]
  push_cast
  rw [add_div, add_div, mul_div_cancel_left₀ _ h2]
  ring

/-- The product of the signs at two different steps averages to zero, and the square of a sign
averages to one. -/
theorem signMean_sign_mul {n : ℕ} (i j : Fin n) :
    signMean (fun e => sgn (e i) * sgn (e j)) = if i = j then 1 else 0 := by
  split_ifs with hij
  · subst hij
    have hsq : ∀ u : ℤˣ, sgn u * sgn u = 1 := by
      intro u
      rcases Int.units_eq_one_or u with rfl | rfl <;> simp [sgn]
    simp [signMean, hsq]
  · -- flipping the sign at step `i` alone reverses the product
    have key := Equiv.sum_comp (Equiv.mulRight (Pi.mulSingle i (-1) : Fin n → ℤˣ))
      (fun e => sgn (e i) * sgn (e j))
    have hj : (Pi.mulSingle i (-1) : Fin n → ℤˣ) j = 1 :=
      Pi.mulSingle_eq_of_ne (Ne.symm hij) _
    have hflip : ∀ e : Fin n → ℤˣ,
        sgn ((e * (Pi.mulSingle i (-1) : Fin n → ℤˣ) : Fin n → ℤˣ) i)
          * sgn ((e * (Pi.mulSingle i (-1) : Fin n → ℤˣ) : Fin n → ℤˣ) j)
          = -(sgn (e i) * sgn (e j)) := by
      intro e
      simp [sgn, hj]
    simp only [Equiv.coe_mulRight, hflip, Finset.sum_neg_distrib] at key
    have hzero : ∑ e : Fin n → ℤˣ, sgn (e i) * sgn (e j) = 0 := by linarith
    simp only [signMean]
    rw [hzero, zero_div]

/-- The summed force noise averages to zero. -/
theorem signMean_noise {n : ℕ} (s : Fin n → ℝ) :
    signMean (fun e => ∑ j, s j * sgn (e j)) = 0 := by
  -- reversing all signs reverses the sum
  have key := Equiv.sum_comp (Equiv.neg (Fin n → ℤˣ)) (fun e => ∑ j, s j * sgn (e j))
  simp only [Equiv.neg_apply, Pi.neg_apply, sgn, Units.val_neg, Int.cast_neg, mul_neg,
    Finset.sum_neg_distrib] at key
  simp only [signMean, sgn]
  rw [div_eq_zero_iff]
  left
  linarith

/-- The mean square of the summed force noise is the sum of the squared amplitudes. -/
theorem signMean_noise_sq {n : ℕ} (s : Fin n → ℝ) :
    signMean (fun e => (∑ j, s j * sgn (e j)) ^ 2) = ∑ j, s j ^ 2 := by
  have hexp : ∀ e : Fin n → ℤˣ, (∑ j, s j * sgn (e j)) ^ 2
      = ∑ i, ∑ j, s i * s j * (sgn (e i) * sgn (e j)) := by
    intro e
    rw [sq, Finset.sum_mul_sum]
    refine Finset.sum_congr rfl fun i _ => Finset.sum_congr rfl fun j _ => ?_
    ring
  calc signMean (fun e => (∑ j, s j * sgn (e j)) ^ 2)
      = ∑ i, ∑ j, s i * s j * signMean (fun e => sgn (e i) * sgn (e j)) := by
        simp only [signMean, hexp, Finset.sum_div, Finset.mul_sum]
        rw [Finset.sum_comm]
        refine Finset.sum_congr rfl fun i _ => ?_
        rw [Finset.sum_comm]
        refine Finset.sum_congr rfl fun j _ => Finset.sum_congr rfl fun e _ => ?_
        ring
    _ = ∑ j, s j ^ 2 := by simp [signMean_sign_mul, sq]

/-- For nonzero mass, the mean final momentum is the initial momentum plus the impulse of
the prescribed force alone. -/
theorem mean_momentum {n : ℕ} {m : ℝ} (hm : m ≠ 0) (h v₀ : ℝ) (f s : Fin n → ℝ) :
    m * signMean (fun e => velocity m h v₀ n (noisyForce f s e))
      = m * v₀ + h * ∑ j, f j := by
  have hV : ∀ e, velocity m h v₀ n (noisyForce f s e)
      = (v₀ + h / m * ∑ j, f j) + h / m * (∑ j, s j * sgn (e j))
        + 0 * (∑ j, s j * sgn (e j)) := by
    intro e
    simp only [velocity_eq, noisyForce, Finset.sum_add_distrib]
    ring
  have hc : m * (h / m) = h := by field_simp
  simp only [hV]
  rw [signMean_affine, signMean_noise]
  linear_combination (∑ j, f j) * hc

/-- For nonzero mass, the mean kinetic energy under force noise of random sign minus the kinetic
energy of the noise-free run is `h ^ 2 * ∑ j, s j ^ 2` divided by `2 * m`. -/
theorem mean_heating {n : ℕ} {m : ℝ} (hm : m ≠ 0) (h v₀ : ℝ) (f s : Fin n → ℝ) :
    2 * m * (signMean (fun e => kineticEnergy m (velocity m h v₀ n (noisyForce f s e)))
      - kineticEnergy m (velocity m h v₀ n f)) = h ^ 2 * ∑ j, s j ^ 2 := by
  -- split the energy into noise-free, linear and quadratic parts
  have hE : ∀ e, kineticEnergy m (velocity m h v₀ n (noisyForce f s e))
      = kineticEnergy m (velocity m h v₀ n f)
        + (h * velocity m h v₀ n f) * (∑ j, s j * sgn (e j))
        + h ^ 2 / (2 * m) * (∑ j, s j * sgn (e j)) ^ 2 := by
    intro e
    simp only [kineticEnergy, velocity_eq, noisyForce, Finset.sum_add_distrib]
    field_simp
    ring
  have hc : 2 * m * (h ^ 2 / (2 * m)) = h ^ 2 := by field_simp
  simp only [hE]
  rw [signMean_affine, signMean_noise, signMean_noise_sq]
  linear_combination (∑ j, s j ^ 2) * hc

/-- From rest, `n` kicks of equal strength and random sign give a nonzero mass `m` the mean
kinetic energy `n * h ^ 2 * s ^ 2` divided by `2 * m`. -/
theorem mean_energy_from_rest {m : ℝ} (hm : m ≠ 0) (h s : ℝ) (n : ℕ) :
    2 * m * signMean (fun e : Fin n → ℤˣ =>
      kineticEnergy m (velocity m h 0 n (fun j => s * sgn (e j)))) = n * h ^ 2 * s ^ 2 := by
  have key := mean_heating (n := n) hm h 0 (fun _ => 0) (fun _ => s)
  have h0 : kineticEnergy m (velocity m h 0 n (fun _ => 0)) = 0 := by
    simp [kineticEnergy, velocity_eq]
  have hF : ∀ e : Fin n → ℤˣ,
      noisyForce (fun _ => 0) (fun _ => s) e = fun j => s * sgn (e j) := by
    intro e
    funext j
    simp [noisyForce]
  rw [h0] at key
  simp only [hF, sub_zero, Finset.sum_const, Finset.card_univ,
    Fintype.card_fin, nsmul_eq_mul] at key
  linear_combination key

/-- From rest, `n` kicks of equal strength and the same sign `u` give a nonzero mass `m` the
kinetic energy `n ^ 2 * h ^ 2 * s ^ 2` divided by `2 * m`. -/
theorem energy_constant_sign {m : ℝ} (hm : m ≠ 0) (h s : ℝ) (n : ℕ) (u : ℤˣ) :
    2 * m * kineticEnergy m (velocity m h 0 n (fun _ => s * sgn u))
      = n ^ 2 * h ^ 2 * s ^ 2 := by
  have hu : sgn u ^ 2 = 1 := by
    rcases Int.units_eq_one_or u with rfl | rfl <;> simp [sgn]
  have hc : m * (h / m) = h := by field_simp
  simp only [kineticEnergy, velocity_eq, Finset.sum_const, Finset.card_univ,
    Fintype.card_fin, nsmul_eq_mul]
  calc 2 * m * (m * (0 + h / m * (n * (s * sgn u))) ^ 2 / 2)
      = (m * (h / m)) ^ 2 * (n ^ 2 * s ^ 2 * sgn u ^ 2) := by ring
    _ = n ^ 2 * h ^ 2 * s ^ 2 := by
        rw [hc, hu]
        ring

/-- For positive mass and a nonzero time step, noise of random sign with at least one nonzero
amplitude strictly raises the mean kinetic energy above that of the noise-free run. -/
theorem noise_heats {n : ℕ} {m h : ℝ} (hm : 0 < m) (hh : h ≠ 0) (v₀ : ℝ)
    (f s : Fin n → ℝ) (hs : ∃ j, s j ≠ 0) :
    kineticEnergy m (velocity m h v₀ n f)
      < signMean (fun e => kineticEnergy m (velocity m h v₀ n (noisyForce f s e))) := by
  obtain ⟨j, hj⟩ := hs
  have hsum : 0 < ∑ i, s i ^ 2 :=
    Finset.sum_pos' (fun i _ => sq_nonneg (s i)) ⟨j, Finset.mem_univ j, by positivity⟩
  have hpos : 0 < h ^ 2 * ∑ i, s i ^ 2 := mul_pos (by positivity) hsum
  rw [← mean_heating hm.ne' h v₀ f s] at hpos
  have hdiff := (mul_pos_iff_of_pos_left (by positivity : 0 < 2 * m)).1 hpos
  linarith

end ForceNoiseHeating
```

```lean
#print axioms ForceNoiseHeating.mean_momentum
-- 'ForceNoiseHeating.mean_momentum' depends on axioms: [propext, Classical.choice, Quot.sound]
#print axioms ForceNoiseHeating.mean_energy_from_rest
-- 'ForceNoiseHeating.mean_energy_from_rest' depends on axioms: [propext, Classical.choice, Quot.sound]
#print axioms ForceNoiseHeating.energy_constant_sign
-- 'ForceNoiseHeating.energy_constant_sign' depends on axioms: [propext, Classical.choice, Quot.sound]
#print axioms ForceNoiseHeating.noise_heats
-- 'ForceNoiseHeating.noise_heats' depends on axioms: [propext, Classical.choice, Quot.sound]
```
